# Linear independence of plane waves with distinct integer wave vectors

The theorem `planeWave_linearIndependent` says that the plane waves exp(i m·x), with m running over all integer vectors in d dimensions, are linearly independent over ℂ as functions on ℝ^d. In other words, if a finite linear combination of them vanishes at every x, all its coefficients are zero. The waves are unnormalised, with modulus 1 everywhere; normalised over the cell [0, 2π]^d, each would carry the factor (2π)^(-d/2). The proof treats each wave as a multiplicative character of the translation group, `planeWaveHom m`, and uses the linear independence of distinct characters, `linearIndependent_monoidHom`. What then remains is to turn a vanishing combination of waves into a vanishing combination of characters, point by point.

As first written in Lean, the proof fails:

```lean
import Mathlib

open Filter Topology ComplexConjugate

namespace PlaneWavePairDensities

noncomputable section

/-- The plane wave `exp(i m·x)` on `d`-dimensional space with integer wave vector `m`. -/
def planeWave {d : ℕ} (m : Fin d → ℤ) (x : Fin d → ℝ) : ℂ :=
  Complex.exp (((∑ i, (m i : ℝ) * x i : ℝ) : ℂ) * Complex.I)

/-- The product of a conjugated plane wave with another one is the plane wave
of the wave vector difference. -/
theorem conj_planeWave_mul {d : ℕ} (m n : Fin d → ℤ) (x : Fin d → ℝ) :
    conj (planeWave m x) * planeWave n x = planeWave (n - m) x := by
  have h : ∑ i, (((n - m) i : ℤ) : ℝ) * x i
      = ∑ i, (n i : ℝ) * x i - ∑ i, (m i : ℝ) * x i := by
    simp only [Pi.sub_apply, Int.cast_sub, sub_mul, Finset.sum_sub_distrib]
  unfold planeWave
  rw [h, ← Complex.exp_conj, ← Complex.exp_add, map_mul, Complex.conj_ofReal,
    Complex.conj_I, Complex.ofReal_sub]
  congr 1
  ring

/-- Different wave vectors give different plane waves. -/
theorem planeWave_injective {d : ℕ} :
    Function.Injective (planeWave : (Fin d → ℤ) → (Fin d → ℝ) → ℂ) := by
  intro m n h
  by_contra hne
  obtain ⟨i, hi⟩ := Function.ne_iff.1 hne
  have hd : (n i : ℝ) - (m i : ℝ) ≠ 0 :=
    sub_ne_zero.2 (by exact_mod_cast Ne.symm hi)
  -- a point at which the relative phase of the two waves is π
  let x : Fin d → ℝ := Pi.single i (Real.pi / ((n i : ℝ) - (m i : ℝ)))
  have hxi : x i = Real.pi / ((n i : ℝ) - (m i : ℝ)) := Pi.single_eq_same i _
  have hs : ∑ l, (((n - m) l : ℤ) : ℝ) * x l = Real.pi := by
    rw [Finset.sum_eq_single i]
    · rw [hxi, Pi.sub_apply, Int.cast_sub]
      field_simp
    · intro l _ hl
      have hxl : x l = 0 := Pi.single_eq_of_ne hl _
      rw [hxl, mul_zero]
    · intro hmem
      exact absurd (Finset.mem_univ i) hmem
  have h1 : conj (planeWave m x) * planeWave n x = -1 := by
    rw [conj_planeWave_mul, planeWave, hs, Complex.exp_pi_mul_I]
  have h2 : conj (planeWave m x) * planeWave m x = 1 := by
    rw [conj_planeWave_mul]
    simp [planeWave]
  rw [← h, h2] at h1
  norm_num at h1

/-- A plane wave as a multiplicative character of the translation group. -/
def planeWaveHom {d : ℕ} (m : Fin d → ℤ) : Multiplicative (Fin d → ℝ) →* ℂ where
  toFun x := planeWave m x.toAdd
  map_one' := by simp [planeWave]
  map_mul' x y := by
    simp only [planeWave, toAdd_mul, Pi.add_apply, mul_add, Finset.sum_add_distrib,
      Complex.ofReal_add, add_mul, Complex.exp_add]

/-- Plane waves with distinct integer wave vectors are linearly independent. -/
theorem planeWave_linearIndependent {d : ℕ} :
    LinearIndependent ℂ (planeWave : (Fin d → ℤ) → (Fin d → ℝ) → ℂ) := by
  have hinj : Function.Injective (planeWaveHom (d := d)) := by
    intro m n h
    apply planeWave_injective
    funext x
    exact DFunLike.congr_fun h (Multiplicative.ofAdd x)
  -- distinct characters are linearly independent
  have hli := (linearIndependent_monoidHom (Multiplicative (Fin d → ℝ)) ℂ).comp _ hinj
  rw [linearIndependent_iff'] at hli ⊢
  intro s g hg
  apply hli s g
  funext x
  have hx := congrFun hg x.toAdd
  simpa [Finset.sum_apply, planeWaveHom] using hx

end

end PlaneWavePairDensities
```

The error:

```
Main.lean:77:2: error: Type mismatch: After simplification, term
  hx
 has type
  @Eq ℂ (∑ x_1 ∈ s, g x_1 * planeWave x_1 (Multiplicative.toAdd x)) 0
but is expected to have type
  @Eq ℂ
    (∑ x_1 ∈ s, g x_1 * { toFun := fun x => planeWave x_1 (Multiplicative.toAdd x), map_one' := ⋯, map_mul' := ⋯ } x) 0
```

The error is a type mismatch in the last step. Both sides are sums over `s` with the same coefficients `g x_1`, but `hx` contains the value `planeWave x_1 (Multiplicative.toAdd x)`, while the goal contains a homomorphism, written out as a structure with its `toFun` field, applied to `x`. That application has the same value by definition. `simpa` was told to unfold `planeWaveHom`, which exposed the structure, but its simplification did not reduce the application to the plane wave, and its final comparison did not identify the two forms.

The repair no longer asks the simplifier to unfold `planeWaveHom`. `rw [Finset.sum_apply] at hx ⊢` only turns the value of a sum of functions at a point into the sum of their values, in both the hypothesis and the goal. The two statements then agree term by term by definition, and `exact hx` is accepted because Lean unfolds the definitions when it checks that the types match.

As a diff, the version that Lean accepts:

```diff
@@ -75,5 +75,6 @@
   funext x
   have hx := congrFun hg x.toAdd
-  simpa [Finset.sum_apply, planeWaveHom] using hx
+  rw [Finset.sum_apply] at hx ⊢
+  exact hx
 
 end
```
